# Fluorescence from a uniform slab rises strictly with the core-level absorption coefficient when other attenuation is fixed

The declaration `slabFluorescence_strictMonoOn` concerns a slab of thickness d > 0 in which the layer at depth z contributes a·exp(−(a+b)z) to the fluorescence signal. Here a is the absorption coefficient of the fluorescing core level and b ≥ 0 collects all other attenuation; both are constant through the slab, and b does not change as a varies. The claim is that the integral of this contribution from 0 to d is strictly increasing in a for a > 0. The attempt uses the closed form a/(a+b)·(1 − exp(−(a+b)d)), showing that the first factor does not decrease and the second strictly increases, and then chains the two comparisons.

The first attempt, which Lean rejects:

```lean
import Mathlib

open Filter Topology

namespace FluorescenceSelfAbsorption

noncomputable section

/-- Fluorescence signal of a slab of thickness `d`: the layer at depth `z` contributes
`a * exp (-(a + b) * z)`, where `a` is the absorption coefficient of the fluorescing
core level and `b` collects all other attenuation. -/
def slabFluorescence (a b d : ℝ) : ℝ :=
  ∫ z in (0 : ℝ)..d, a * Real.exp (-(a + b) * z)

/-- Closed form of the fluorescence signal of a slab of thickness `d`. -/
theorem slabFluorescence_eq {a b : ℝ} (hab : 0 < a + b) (d : ℝ) :
    slabFluorescence a b d = a / (a + b) * (1 - Real.exp (-(a + b) * d)) := by
  have hc : a / (a + b) * (a + b) = a := div_mul_cancel₀ _ hab.ne'
  -- an explicit antiderivative of the depth profile
  have hF : ∀ z : ℝ, HasDerivAt (fun z : ℝ => -(a / (a + b)) * Real.exp (-(a + b) * z))
      (a * Real.exp (-(a + b) * z)) z := by
    intro z
    have h := (((hasDerivAt_id' z).const_mul (-(a + b))).exp).const_mul (-(a / (a + b)))
    exact h.congr_deriv (by linear_combination Real.exp (-(a + b) * z) * hc)
  rw [slabFluorescence, intervalIntegral.integral_eq_sub_of_hasDerivAt (fun z _ => hF z)
    (Continuous.intervalIntegrable (by fun_prop) _ _)]
  simp only [mul_zero, Real.exp_zero]
  ring

/-- At any fixed positive thickness the signal increases strictly with the absorption coefficient.
-/
theorem slabFluorescence_strictMonoOn {b d : ℝ} (hb : 0 ≤ b) (hd : 0 < d) :
    StrictMonoOn (fun a => slabFluorescence a b d) (Set.Ioi 0) := by
  intro x hx y hy hxy
  have hx' : 0 < x := hx
  have hy' : 0 < y := hy
  have hxb : 0 < x + b := by linarith
  have hyb : 0 < y + b := by linarith
  show slabFluorescence x b d < slabFluorescence y b d
  rw [slabFluorescence_eq hxb, slabFluorescence_eq hyb]
  have h1 : x / (x + b) ≤ y / (y + b) := by
    rw [div_le_div_iff₀ hxb hyb]
    nlinarith [mul_le_mul_of_nonneg_left hxy.le hb]
  have h2 : Real.exp (-(y + b) * d) < Real.exp (-(x + b) * d) :=
    Real.exp_lt_exp.mpr (by nlinarith [mul_pos (sub_pos.mpr hxy) hd])
  have h3 : Real.exp (-(y + b) * d) < 1 :=
    Real.exp_lt_one (by nlinarith [mul_pos hyb hd])
  calc x / (x + b) * (1 - Real.exp (-(x + b) * d))
      < x / (x + b) * (1 - Real.exp (-(y + b) * d)) :=
        mul_lt_mul_of_pos_left (by linarith) (div_pos hx' hxb)
    _ ≤ y / (y + b) * (1 - Real.exp (-(y + b) * d)) :=
        mul_le_mul_of_nonneg_right h1 (by linarith)

end

end FluorescenceSelfAbsorption
```

Compiling this gives:

```
Main.lean:47:4: error(lean.unknownIdentifier): Unknown constant `Real.exp_lt_one`
```

Cause. The message says that Lean knows no constant called `Real.exp_lt_one`. The proof calls it in `h3` to show that exp(−(y+b)d) is less than 1, a fact the last step of the `calc` needs so that the factor 1 − exp(−(y+b)d) is nonnegative. The inequality itself is true, since y+b and d are both positive; only the lemma's name fails to resolve.

The repair uses `Real.exp_lt_one_iff`, which states that the exponential of a real number is less than 1 exactly when that number is negative. Because this is an equivalence, `.mpr` is added to take the direction from a negative exponent to the bound. The `nlinarith` call that proves the exponent negative is unchanged.

The change, after which it compiles:

```diff
@@ -45,5 +45,5 @@
     Real.exp_lt_exp.mpr (by nlinarith [mul_pos (sub_pos.mpr hxy) hd])
   have h3 : Real.exp (-(y + b) * d) < 1 :=
-    Real.exp_lt_one (by nlinarith [mul_pos hyb hd])
+    Real.exp_lt_one_iff.mpr (by nlinarith [mul_pos hyb hd])
   calc x / (x + b) * (1 - Real.exp (-(x + b) * d))
       < x / (x + b) * (1 - Real.exp (-(y + b) * d)) :=
```
